# Isotropic shift, span and skew fix the three principal shifts of a tensor with positive span

The principal shifts are the three eigenvalues of the symmetric part of an NMR chemical-shift tensor. Put the outer principal shifts at 1 and 0 and the middle one at $x$. Their mean, the isotropic shift, is $(1+x)/3$, and their span, the distance between the outer two, is 1. The skew is three times the offset of $x$ from the mean, divided by the span:

$$k = 3\left(x-\frac{1+x}{3}\right) = 2x-1 .$$

As $x$ moves from the lower shift to the upper one, $k$ runs linearly from $-1$ to $1$. The skew is therefore the position of the middle shift between the outer two, rescaled to $[-1,1]$. General shifts $s_1\ge s_2\ge s_3$ with $s_1>s_3$ differ from this case only by a choice of origin and unit.

## The three parameters and the tensor

```lean
import Mathlib

open Matrix

namespace ShiftTensorSpanSkew

noncomputable section
```

Mathlib supplies the real numbers, matrices and tactics used below. The second line makes matrix notation such as the transpose `ᵀ` available.

```lean
/-- The isotropic shift: the mean of the three principal shifts. -/
def isoShift (s1 s2 s3 : ℝ) : ℝ := (s1 + s2 + s3) / 3
```

This is $\mathrm{iso}=(s_1+s_2+s_3)/3$. The type `ℝ` says that the shifts are real numbers; a common unit, such as ppm, is left implicit.

```lean
/-- The span: `s1 - s3`, the distance between the outer principal shifts when they are listed in
descending order. -/
def spanWidth (s1 _s2 s3 : ℝ) : ℝ := s1 - s3
```

This is $W=s_1-s_3$. The underscore in `_s2` marks an argument that is accepted but not used.

```lean
/-- The skew: three times the offset of `s2` from the mean, divided by the span. -/
def skew (s1 s2 s3 : ℝ) : ℝ := 3 * (s2 - isoShift s1 s2 s3) / spanWidth s1 s2 s3
```

This is $k=3(s_2-\mathrm{iso})/W$. Inserting the mean gives a form that is used throughout:

$$kW = 3(s_2-\mathrm{iso}) = 2s_2-s_1-s_3 .$$

At zero span Lean's division returns 0, a value without physical meaning; the theorems about `skew` assume $s_3<s_1$.

```lean
/-- The matrix `R * diagonal ![s1, s2, s3] * Rᵀ`. For orthogonal `R` it is the shift tensor with
principal values `s1, s2, s3` and principal axes the columns of `R`. -/
def shiftTensor (R : Matrix (Fin 3) (Fin 3) ℝ) (s1 s2 s3 : ℝ) : Matrix (Fin 3) (Fin 3) ℝ :=
  R * diagonal ![s1, s2, s3] * Rᵀ
```

In ordinary notation the tensor is $R\,\mathrm{diag}(s_1,s_2,s_3)\,R^{T}$. The definition accepts any real $3\times3$ matrix $R$. Its columns are orthonormal principal axes once a theorem assumes $RR^T=1$, which admits rotations and reflections. The tensor is symmetric by construction, so an antisymmetric part is not described.

## Bounds and reconstruction

```lean
/-- For a positive span, the skew lies between -1 and 1 exactly when `s2` lies between `s3` and
`s1`. -/
theorem skew_bounds_iff {s1 s2 s3 : ℝ} (h : s3 < s1) :
    (-1 ≤ skew s1 s2 s3 ∧ skew s1 s2 s3 ≤ 1) ↔ (s3 ≤ s2 ∧ s2 ≤ s1) := by
  have hW : 0 < spanWidth s1 s2 s3 := sub_pos.mpr h
  unfold skew
  rw [le_div_iff₀ hW, div_le_iff₀ hW]
  simp only [isoShift, spanWidth]
  constructor <;> rintro ⟨a, b⟩ <;> constructor <;> linarith
```

The braces mark arguments that Lean infers, and `h` names the assumption $s_3<s_1$. Since $W>0$, multiplying by $W$ preserves inequalities:

$$-1\le k \iff -(s_1-s_3)\le 2s_2-s_1-s_3 \iff s_3\le s_2,$$

$$k\le 1 \iff 2s_2-s_1-s_3\le s_1-s_3 \iff s_2\le s_1 .$$

The `rw` step clears the denominator, and `linarith` settles the linear inequalities in both directions.

```lean
/-- The three principal shifts expressed through isotropic shift, span and skew. -/
theorem shifts_from_span_skew {s1 s2 s3 : ℝ} (h : s3 < s1) :
    s1 = isoShift s1 s2 s3 + (3 - skew s1 s2 s3) * spanWidth s1 s2 s3 / 6 ∧
    s2 = isoShift s1 s2 s3 + skew s1 s2 s3 * spanWidth s1 s2 s3 / 3 ∧
    s3 = isoShift s1 s2 s3 - (3 + skew s1 s2 s3) * spanWidth s1 s2 s3 / 6 := by
  have hW : spanWidth s1 s2 s3 ≠ 0 := (sub_pos.mpr h).ne'
  -- the definition of the skew, cleared of its denominator
  have hk : skew s1 s2 s3 * spanWidth s1 s2 s3 = 3 * (s2 - isoShift s1 s2 s3) :=
    div_mul_cancel₀ _ hW
  simp only [isoShift, spanWidth] at hk ⊢
  refine ⟨?_, ?_, ?_⟩
  · linear_combination (1 / 6) * hk
  · linear_combination (-1 / 3) * hk
  · linear_combination (1 / 6) * hk
```

Only the positive span is needed here, not the position of $s_2$. Insert $kW=2s_2-s_1-s_3$ into the right-hand sides:

$$\mathrm{iso}+\frac{(3-k)W}{6}=\frac{s_1+s_2+s_3}{3}+\frac{s_1-s_3}{2}-\frac{2s_2-s_1-s_3}{6}=s_1,$$

$$\mathrm{iso}+\frac{kW}{3}=\mathrm{iso}+(s_2-\mathrm{iso})=s_2,$$

$$\mathrm{iso}-\frac{(3+k)W}{6}=\frac{s_1+s_2+s_3}{3}-\frac{s_1-s_3}{2}-\frac{2s_2-s_1-s_3}{6}=s_3 .$$

In the proof, `hk` is the identity for $kW$. Each `linear_combination` states which multiple of it yields the goal, and Lean checks the remaining algebra.

```lean
/-- For ordered principal shifts with positive span, the skew lies in [-1, 1], the shifts are
recovered from isotropic shift, span and skew, and no other parameters give the same shifts. -/
theorem span_skew_decomposition {s1 s2 s3 : ℝ} (h12 : s2 ≤ s1) (h23 : s3 ≤ s2) (h : s3 < s1) :
    (-1 ≤ skew s1 s2 s3 ∧ skew s1 s2 s3 ≤ 1) ∧
    (s1 = isoShift s1 s2 s3 + (3 - skew s1 s2 s3) * spanWidth s1 s2 s3 / 6 ∧
     s2 = isoShift s1 s2 s3 + skew s1 s2 s3 * spanWidth s1 s2 s3 / 3 ∧
     s3 = isoShift s1 s2 s3 - (3 + skew s1 s2 s3) * spanWidth s1 s2 s3 / 6) ∧
    ∀ i W k : ℝ, s1 = i + (3 - k) * W / 6 → s2 = i + k * W / 3 → s3 = i - (3 + k) * W / 6 →
      i = isoShift s1 s2 s3 ∧ W = spanWidth s1 s2 s3 ∧ k = skew s1 s2 s3 := by
  refine ⟨(skew_bounds_iff h).mpr ⟨h23, h12⟩, shifts_from_span_skew h, ?_⟩
  intro i W k e1 e2 e3
  have hne : spanWidth s1 s2 s3 ≠ 0 := (sub_pos.mpr h).ne'
  -- the sum of the shifts fixes the mean, their outer difference fixes the span
  have hi : i = isoShift s1 s2 s3 := by
    unfold isoShift
    linear_combination (-1 / 3) * e1 + (-1 / 3) * e2 + (-1 / 3) * e3
  have hW : W = spanWidth s1 s2 s3 := by
    unfold spanWidth
    linear_combination e3 - e1
  refine ⟨hi, hW, ?_⟩
  -- the middle shift then fixes the skew, because the span is not zero
  unfold skew
  rw [eq_div_iff hne, ← hi, ← hW]
  linear_combination (-3) * e2
```

The main theorem takes the conventional ordering and a positive span. It gives the bounds, the reconstruction formulas and uniqueness. The last clause says that if any real $i,W,k$ reproduce the three shifts, they are the isotropic shift, span and skew already defined.

The first two parts come from the preceding theorems. For uniqueness, add the three assumed equations: the terms in $W$ cancel and $s_1+s_2+s_3=3i$. Subtract the third from the first to get $s_1-s_3=W$. The middle equation now reads $kW=3(s_2-i)$, and division by $W\neq0$ fixes $k$. The proof obtains `hi`, `hW` and the skew in this order. At zero span the last step fails, because every $k$ then gives the same three equal shifts.

For a numerical instance, take shifts of 100, 70 and 10 ppm. Then $\mathrm{iso}=60$ ppm, $W=90$ ppm and $k=3\cdot10/90=1/3$. Going back,

$$60+\frac{(8/3)\,90}{6}=100,\qquad 60+\frac{90}{9}=70,\qquad 60-\frac{(10/3)\,90}{6}=10 .$$

```lean
/-- Any positive span and any skew in [-1, 1] give principal shifts in the conventional order,
with the outer two distinct. -/
theorem ordered_of_span_skew (i : ℝ) {W k : ℝ} (hW : 0 < W) (hl : -1 ≤ k) (hu : k ≤ 1) :
    i + k * W / 3 ≤ i + (3 - k) * W / 6 ∧
    i - (3 + k) * W / 6 ≤ i + k * W / 3 ∧
    i - (3 + k) * W / 6 < i + (3 - k) * W / 6 := by
  have a : 0 ≤ (1 - k) * W := mul_nonneg (by linarith) hW.le
  have b : 0 ≤ (1 + k) * W := mul_nonneg (by linarith) hW.le
  refine ⟨?_, ?_, ?_⟩ <;> nlinarith
```

This is the converse direction: every $W>0$ and $k\in[-1,1]$, with any mean $i$, give correctly ordered shifts. The gaps between the reconstructed values are

$$s_1-s_2=\frac{(1-k)W}{2},\qquad s_2-s_3=\frac{(1+k)W}{2},\qquad s_1-s_3=W .$$

The first two are non-negative and the third is positive. The facts `a` and `b` supply the signs of the two products, and `nlinarith` finishes the comparison.

```lean
/-- For a positive span, the skew is 1 exactly when `s2` equals `s1`, and -1 exactly when `s2`
equals `s3`. -/
theorem skew_extreme_iff {s1 s2 s3 : ℝ} (h : s3 < s1) :
    (skew s1 s2 s3 = 1 ↔ s2 = s1) ∧ (skew s1 s2 s3 = -1 ↔ s2 = s3) := by
  have hW : spanWidth s1 s2 s3 ≠ 0 := (sub_pos.mpr h).ne'
  unfold skew
  rw [div_eq_iff hW, div_eq_iff hW]
  simp only [isoShift, spanWidth]
  constructor <;> constructor <;> intro e <;> linarith
```

With the denominator cleared, $k=1$ reads $2s_2-s_1-s_3=s_1-s_3$, that is, $s_2=s_1$. Likewise $k=-1$ reads $2s_2-s_1-s_3=-(s_1-s_3)$, that is, $s_2=s_3$. These are the two axially symmetric cases, in which two principal shifts coincide.

## The anisotropic part in any orthogonal frame

```lean
/-- Subtracting an isotropic tensor lowers every principal shift by the same amount and keeps the
principal axes. -/
theorem shiftTensor_sub_iso {R : Matrix (Fin 3) (Fin 3) ℝ} (hR : R * Rᵀ = 1)
    (s1 s2 s3 c : ℝ) :
    shiftTensor R s1 s2 s3 - c • (1 : Matrix (Fin 3) (Fin 3) ℝ) =
      shiftTensor R (s1 - c) (s2 - c) (s3 - c) := by
  have hd : diagonal ![s1 - c, s2 - c, s3 - c] =
      diagonal ![s1, s2, s3] - c • (1 : Matrix (Fin 3) (Fin 3) ℝ) := by
    ext i j
    fin_cases i <;> fin_cases j <;> simp
  unfold shiftTensor
  rw [hd, Matrix.mul_sub, Matrix.sub_mul, Matrix.mul_smul, Matrix.smul_mul, Matrix.mul_one, hR]
```

Because $RR^T=1$, the isotropic tensor $c\,1$ equals $R(c\,1)R^T$. Hence

$$R D R^T-c\,1=R(D-c\,1)R^T,\qquad D=\mathrm{diag}(s_1,s_2,s_3).$$

The fact `hd` checks the diagonal-matrix identity entry by entry; the final rewrite carries it into the frame given by $R$.

```lean
/-- For a positive span and in any orthogonal frame, the trace of the square of the anisotropic part
of the shift tensor is `W² (3 + k²) / 6`, with `W` the span and `k` the skew. -/
theorem trace_sq_anisotropic {R : Matrix (Fin 3) (Fin 3) ℝ} (hR : R * Rᵀ = 1)
    {s1 s2 s3 : ℝ} (h : s3 < s1) :
    ((shiftTensor R s1 s2 s3 - isoShift s1 s2 s3 • (1 : Matrix (Fin 3) (Fin 3) ℝ)) ^ 2).trace =
      spanWidth s1 s2 s3 ^ 2 * (3 + skew s1 s2 s3 ^ 2) / 6 := by
  have hR' : Rᵀ * R = 1 := mul_eq_one_comm.mp hR
  -- the frame drops out of the trace
  have key : ∀ a b c : ℝ, ((shiftTensor R a b c) ^ 2).trace = a * a + b * b + c * c := by
    intro a b c
    have e : (shiftTensor R a b c) ^ 2 =
        R * (diagonal ![a, b, c] * diagonal ![a, b, c]) * Rᵀ := by
      unfold shiftTensor
      calc (R * diagonal ![a, b, c] * Rᵀ) ^ 2
          = R * diagonal ![a, b, c] * (Rᵀ * R) * diagonal ![a, b, c] * Rᵀ := by
            rw [pow_two]; simp only [Matrix.mul_assoc]
        _ = R * (diagonal ![a, b, c] * diagonal ![a, b, c]) * Rᵀ := by
            rw [hR', Matrix.mul_one]; simp only [Matrix.mul_assoc]
    rw [e, Matrix.trace_mul_comm, ← Matrix.mul_assoc, hR', Matrix.one_mul,
      diagonal_mul_diagonal, trace_diagonal, Fin.sum_univ_three]
    rfl
  obtain ⟨e1, e2, e3⟩ := shifts_from_span_skew (s2 := s2) h
  rw [shiftTensor_sub_iso hR, key, sub_eq_of_eq_add' e1, sub_eq_of_eq_add' e2,
    show s3 - isoShift s1 s2 s3 = -((3 + skew s1 s2 s3) * spanWidth s1 s2 s3 / 6) by linarith]
  ring
```

Let $A$ be the shift tensor minus $\mathrm{iso}$ times the identity. By the reconstruction formulas its principal values are

$$a=\frac{(3-k)W}{6},\qquad b=\frac{2kW}{6},\qquad c=-\frac{(3+k)W}{6}.$$

For a square matrix, $RR^T=1$ also gives $R^TR=1$. The inner factors in $A^2$ therefore cancel, and cyclicity of the trace removes the outer ones:

$$\mathrm{tr}\,A^2=a^2+b^2+c^2=\frac{W^2}{36}\left[(3-k)^2+4k^2+(3+k)^2\right]=\frac{W^2(3+k^2)}{6}.$$

The intermediate fact `key` removes the frame. The last lines insert $a,b,c$, and `ring` does the expansion. In the example the principal values are 40, 10 and $-50$ ppm, and both sides equal 4200 ppm².

```lean
/-- For a positive span and in any orthogonal frame, the determinant of the anisotropic part of the
shift tensor is `-k (9 - k²) W³ / 108`, with `W` the span and `k` the skew. -/
theorem det_anisotropic {R : Matrix (Fin 3) (Fin 3) ℝ} (hR : R * Rᵀ = 1)
    {s1 s2 s3 : ℝ} (h : s3 < s1) :
    (shiftTensor R s1 s2 s3 - isoShift s1 s2 s3 • (1 : Matrix (Fin 3) (Fin 3) ℝ)).det =
      -(skew s1 s2 s3 * (9 - skew s1 s2 s3 ^ 2) * spanWidth s1 s2 s3 ^ 3) / 108 := by
  have hdet : R.det * R.det = 1 := by
    have e := congrArg Matrix.det hR
    rwa [det_mul, det_transpose, det_one] at e
  -- the determinant is the product of the principal values
  have key : ∀ a b c : ℝ, (shiftTensor R a b c).det = a * b * c := by
    intro a b c
    have e : (diagonal ![a, b, c]).det = a * b * c := by
      rw [det_diagonal, Fin.prod_univ_three]
      rfl
    unfold shiftTensor
    rw [det_mul, det_mul, det_transpose, e]
    linear_combination (a * b * c) * hdet
  obtain ⟨e1, e2, e3⟩ := shifts_from_span_skew (s2 := s2) h
  rw [shiftTensor_sub_iso hR, key, sub_eq_of_eq_add' e1, sub_eq_of_eq_add' e2,
    show s3 - isoShift s1 s2 s3 = -((3 + skew s1 s2 s3) * spanWidth s1 s2 s3 / 6) by linarith]
  ring
```

Taking determinants of $RR^T=1$ gives $(\det R)^2=1$, which is `hdet`. The frame drops out again:

$$\det A=(\det R)^2\,abc=-\frac{(3-k)(2k)(3+k)W^3}{216}=-\frac{k(9-k^2)W^3}{108}.$$

Here `key` says that the determinant is the product of the principal values. In the example both sides are $-20000$ ppm³. For skews in $[-1,1]$ the determinant has the opposite sign to $k$.

```lean
/-- An explicit rotation about the third axis, with cosine 3/5 and sine 4/5, satisfies the
orthogonality relation. -/
theorem orthogonal_frame_witness :
    (!![3/5, -4/5, 0; 4/5, 3/5, 0; 0, 0, 1] : Matrix (Fin 3) (Fin 3) ℝ) *
      (!![3/5, -4/5, 0; 4/5, 3/5, 0; 0, 0, 1] : Matrix (Fin 3) (Fin 3) ℝ)ᵀ = 1 := by
  ext i j
  fin_cases i <;> fin_cases j <;> norm_num [Matrix.mul_apply, Fin.sum_univ_succ]

end

end ShiftTensorSpanSkew
```

This matrix is a rotation that mixes the first two axes. Its first two rows have squared length $(3/5)^2+(4/5)^2=1$ and inner product $12/25-12/25=0$. The orthogonality assumption is thus met by a frame other than the identity, as `norm_num` confirms for all nine entries.

## From a computed tensor to span and skew

An electronic-structure calculation of magnetic shielding can be summarised in these parameters once its tensor has been converted to shifts. They describe only the principal values of the symmetric part; the orientation of the principal axes and any antisymmetric part are left out. In code, one symmetrises the shift tensor, diagonalises it, sorts the eigenvalues in descending order and evaluates the three definitions. Many symmetric eigensolvers return ascending eigenvalues, so the order has to be reversed. A span close to zero needs a guard, because the skew is then a ratio of two small numbers.

The trace and determinant formulas provide a partial check on that code: their left-hand sides can be computed from the symmetrised laboratory-frame tensor, with its isotropic part subtracted, and compared with the values obtained from $W$ and $k$. This comparison does not detect a wrong order of the eigenvalues as long as the span computed from that order is not zero. The two formulas do not use the position of $s_2$, and a reversed order changes the sign of both $W$ and $k$ and leaves both right-hand sides unchanged. When the computed span is not zero, a wrong order shows up instead as a negative span or as a skew outside $[-1,1]$.

```lean
#print axioms ShiftTensorSpanSkew.shifts_from_span_skew
#print axioms ShiftTensorSpanSkew.span_skew_decomposition
#print axioms ShiftTensorSpanSkew.trace_sq_anisotropic
#print axioms ShiftTensorSpanSkew.det_anisotropic
```

```
'ShiftTensorSpanSkew.shifts_from_span_skew' depends on axioms: [propext, Classical.choice, Quot.sound]
'ShiftTensorSpanSkew.span_skew_decomposition' depends on axioms: [propext, Classical.choice, Quot.sound]
'ShiftTensorSpanSkew.trace_sq_anisotropic' depends on axioms: [propext, Classical.choice, Quot.sound]
'ShiftTensorSpanSkew.det_anisotropic' depends on axioms: [propext, Classical.choice, Quot.sound]
```
